# Logarithmic divergence of the sublattice moment reduction in linear spin-wave theory of the isotropic nearest-neighbour Heisenberg antiferromagnetic chain

A divergent integral cannot be stated as an equation between real numbers. In Mathlib the real-valued integral of a non-integrable function is assigned the value 0, so the integral of the zero-point occupation of the Holstein–Primakoff bosons down to wave number $k=0$ would carry no information. The statement therefore removes the modes with $|k|<\varepsilon$, treats the remaining integral as a function of the infrared cutoff $\varepsilon>0$, and describes its limit as $\varepsilon$ decreases to zero. The cutoff stands for a longest wavelength, of order $1/\varepsilon$ lattice spacings, that is allowed to fluctuate. For

$$R(\varepsilon)=\int_\varepsilon^{\pi/2}\tfrac12\Big(\frac1{\sin k}-1\Big)\,dk$$

the claim is that $R(\varepsilon)\to+\infty$ and $R(\varepsilon)/\log(1/\varepsilon)\to\tfrac12$ as $\varepsilon\downarrow0$. For the chain with isotropic nearest-neighbour exchange the reduction of the moment per site is $\tfrac2\pi R(\varepsilon)$, so within linear spin-wave theory, where the magnons do not interact, the zero-temperature correction to its Néel moment is unbounded.

## From the Néel state to the divergent integral

Take spins $\mathbf S_j$ of size $S$ on a chain of unit spacing with $H=J\sum_j \mathbf S_j\cdot\mathbf S_{j+1}$ and exchange constant $J>0$. Expand about the Néel state with Holstein–Primakoff bosons $a$ on the up sublattice and $b$ on the down sublattice. To quadratic order, up to a constant,

$$H_2=2JS\sum_k\big[a_k^\dagger a_k+b_{-k}^\dagger b_{-k}+\gamma_k\,(a_kb_{-k}+a_k^\dagger b_{-k}^\dagger)\big],\qquad \gamma_k=\cos k,$$

with $a_k$, $b_k$ the Fourier transforms of the sublattice bosons, their phases taken at the actual site positions, and $k$ in the magnetic zone $[-\pi/2,\pi/2]$. For one $k$, write $\gamma=\gamma_k$ and introduce new bosons $\alpha,\beta$ by $a_k=u\alpha-v\beta^\dagger$ and $b_{-k}=u\beta-v\alpha^\dagger$ with real $u,v$. The commutation relations are preserved when $u^2-v^2=1$. The coefficient of the pair term $\alpha\beta$ is $-uv$ from each number operator and $\gamma(u^2+v^2)$ from the anomalous terms, so it vanishes when $2uv=\gamma(u^2+v^2)$. In the vacuum of $\alpha$ and $\beta$ the occupation is $\langle a_k^\dagger a_k\rangle=v^2$.

Put $s=u^2+v^2=1+2v^2>0$. Then $s^2-(2uv)^2=(u^2-v^2)^2=1$, and with $2uv=\gamma s$ this reads $(1-\gamma^2)s^2=1$. Hence $\gamma^2<1$, $s=1/\sqrt{1-\gamma^2}$, and

$$v^2=\frac{s-1}{2}=n(\gamma),\qquad n(\gamma)=\tfrac12\Big(\frac{1}{\sqrt{1-\gamma^2}}-1\Big).$$

At $k=0$, where $\gamma=1$, no real pair $(u,v)$ exists. For $0<k<\pi$, $\sqrt{1-\cos^2k}=\sin k$, so $n(\cos k)=\tfrac12(1/\sin k-1)$. The moment per site is $S$ minus the average of $n$ over the zone. The zone has length $\pi$ and $n(\cos k)$ is even in $k$, so with the modes $|k|<\varepsilon$ left out,

$$m(S,\varepsilon)=S-\frac2\pi R(\varepsilon).$$

The integral is elementary. On $(0,\pi)$,

$$\frac{d}{dk}\big[\log\sin k-\log(1+\cos k)\big]=\frac{\cos k}{\sin k}+\frac{\sin k}{1+\cos k}=\frac{\cos k+\cos^2k+\sin^2k}{\sin k\,(1+\cos k)}=\frac1{\sin k}.$$

So $F(k)=\tfrac12[\log\sin k-\log(1+\cos k)-k]$ is an antiderivative of the integrand, $F(\pi/2)=-\pi/4$, and for $0<\varepsilon\le\pi/2$

$$R(\varepsilon)=\tfrac12\big[\log(1+\cos\varepsilon)-\log\sin\varepsilon\big]-\tfrac12\big(\tfrac\pi2-\varepsilon\big).$$

Writing $\log\sin\varepsilon=\log(\sin\varepsilon/\varepsilon)-\log(1/\varepsilon)$ gives

$$R(\varepsilon)-\tfrac12\log\frac1\varepsilon=\tfrac12\Big[\log(1+\cos\varepsilon)-\log\frac{\sin\varepsilon}{\varepsilon}\Big]-\tfrac12\Big(\frac\pi2-\varepsilon\Big)\;\to\;\tfrac12\log2-\frac\pi4,$$

since $\sin\varepsilon/\varepsilon\to1$. A convergent term plus $\tfrac12\log(1/\varepsilon)$ tends to $+\infty$; divided by $\log(1/\varepsilon)$ the convergent term vanishes and $\tfrac12$ remains. The reduction of the moment per site is $\tfrac2\pi R(\varepsilon)$, so it grows as $\tfrac1\pi\log(1/\varepsilon)$, and consequently $m(S,\varepsilon)\to-\infty$ for every $S$.

A moment per site cannot fall below $-S$, so the expansion contradicts the small fluctuations about the Néel state that it assumed. This is the sense in which the spin-wave chain has no Néel order; nothing here concerns the exact ground state of the Heisenberg Hamiltonian $H$. For this isotropic nearest-neighbour antiferromagnetic chain, the linear, non-interacting spin-wave estimate of the ordered moment does not converge as the smallest retained wave number is lowered, whatever the spin. The isotropy matters: with an easy-axis exchange anisotropy $\Delta>1$ (the $S^zS^z$ coupling multiplied by $\Delta$) the role of $\gamma$ is played by $\cos k/\Delta$, the occupation stays bounded and the integral converges.

## Occupation, reduction and moment as real functions

```lean
import Mathlib

open Real Filter Topology Set

namespace SpinWaveChain

noncomputable section
```

The file contains no operators. The boson expansion, the identification $\langle a_k^\dagger a_k\rangle=v^2$ and the passage from a mode sum to an integral are not derived in it; they enter through three definitions. The first is $n(\gamma)$. It is an occupation only for $\gamma^2<1$; for $\gamma^2\ge1$ Lean's conventions for the square root of a negative number and for division by zero give the value $-\tfrac12$, which has no physical meaning.

```lean
/-- Zero-point boson occupation `(1/√(1-γ²) - 1)/2` of a mode with structure factor `γ`. -/
def pairOccupation (γ : ℝ) : ℝ := (1 / Real.sqrt (1 - γ ^ 2) - 1) / 2
```

The second is $R(\varepsilon)$, written with the structure factor $\gamma=\cos k$, which fixes nearest-neighbour coupling and unit lattice spacing. The prefactor $2JS$ cancels from the condition on $u,v$, so the occupation contains neither $J$ nor $S$.

```lean
/-- Unnormalised moment reduction (without the zone-average factor `2/π`) of the chain (`γ = cos k`)
with infrared cutoff `ε`: the occupation integrated over `k ∈ [ε, π/2]`. -/
def momentReduction (ε : ℝ) : ℝ := ∫ k in ε..(π / 2), pairOccupation (cos k)
```

The third is $m(S,\varepsilon)$. The factor $2/\pi$ normalises to the full zone, so omitted modes count as unoccupied. The spin `S` is any real number, which includes the physical values $\tfrac12,1,\tfrac32,\dots$

```lean
/-- Staggered moment for spin `S` with cutoff `ε`: `S` minus `2/π` times the reduction. -/
def staggeredMoment (S ε : ℝ) : ℝ := S - 2 / π * momentReduction ε
```

## The Bogoliubov pair

The hypotheses `hn` and `hc` are the two relations $u^2-v^2=1$ and $2uv=\gamma(u^2+v^2)$, assumed here as equations between real numbers. The step `h1` is $(1-\gamma^2)s^2=1$, obtained by `linear_combination` from both; `h2` rewrites it as $1-\gamma^2=(1/s)^2$, which is positive, and `Real.sqrt_sq` takes the root using $s>0$.

```lean
/-- Bogoliubov coefficients with `u² - v² = 1` and `2uv = γ(u² + v²)` force `γ² < 1`
and `v²` equal to the zero-point occupation. -/
theorem bogoliubov_occupation {u v γ : ℝ} (hn : u ^ 2 - v ^ 2 = 1)
    (hc : 2 * u * v = γ * (u ^ 2 + v ^ 2)) :
    γ ^ 2 < 1 ∧ v ^ 2 = pairOccupation γ := by
  have hs : 0 < u ^ 2 + v ^ 2 := by nlinarith [sq_nonneg v]
  -- (u² + v²)² - (2uv)² = (u² - v²)² = 1
  have h1 : (1 - γ ^ 2) * (u ^ 2 + v ^ 2) ^ 2 = 1 := by
    linear_combination (2 * u * v + γ * (u ^ 2 + v ^ 2)) * hc + (u ^ 2 - v ^ 2 + 1) * hn
  have h2 : 1 - γ ^ 2 = ((u ^ 2 + v ^ 2)⁻¹) ^ 2 := by
    rw [inv_pow]
    exact eq_inv_of_mul_eq_one_left h1
  have h3 : 0 < ((u ^ 2 + v ^ 2)⁻¹) ^ 2 := pow_pos (inv_pos.mpr hs) 2
  refine ⟨by linarith, ?_⟩
  unfold pairOccupation
  rw [h2, Real.sqrt_sq (inv_nonneg.mpr hs.le), one_div, inv_inv]
  linarith
```

The theorem is an implication and does not construct $(u,v)$ for each $\gamma$. It justifies the definition of `pairOccupation`, and the later theorems use that definition directly. One explicit pair follows, for which $\sqrt{1-\gamma^2}=8/17$ and $n=\tfrac12(17/8-1)=9/16=v^2$.

```lean
/-- The values `u = 5/4`, `v = 3/4`, `γ = 15/17` satisfy both Bogoliubov relations. -/
theorem bogoliubov_occupation_witness :
    (5 / 4 : ℝ) ^ 2 - (3 / 4) ^ 2 = 1 ∧
      2 * (5 / 4 : ℝ) * (3 / 4) = 15 / 17 * ((5 / 4) ^ 2 + (3 / 4) ^ 2) := by
  constructor <;> norm_num
```

## The integrand and the closed form

On $0<k<\pi$ the sine is positive, which gives both $\cos^2k<1$ and the root $\sin k$.

```lean
/-- For `0 < k < π` the chain has `cos² k < 1` and occupation `(1/sin k - 1)/2`. -/
theorem pairOccupation_cos {k : ℝ} (h0 : 0 < k) (hπ : k < π) :
    cos k ^ 2 < 1 ∧ pairOccupation (cos k) = (1 / sin k - 1) / 2 := by
  have hs : 0 < sin k := sin_pos_of_pos_of_lt_pi h0 hπ
  refine ⟨by nlinarith [sin_sq_add_cos_sq k, mul_pos hs hs], ?_⟩
  unfold pairOccupation
  rw [← Real.sin_sq, Real.sqrt_sq hs.le]
```

For $0<\varepsilon\le\pi/2$ the interval $[\varepsilon,\pi/2]$ lies inside $(0,\pi)$, so `intervalIntegral.integral_congr` replaces the integrand pointwise.

```lean
/-- For `0 < ε ≤ π/2` the unnormalised `momentReduction ε` is the integral of `(1/sin k - 1)/2` over
`[ε, π/2]`. -/
theorem momentReduction_eq_integral {ε : ℝ} (h0 : 0 < ε) (h1 : ε ≤ π / 2) :
    momentReduction ε = ∫ k in ε..(π / 2), (1 / sin k - 1) / 2 := by
  unfold momentReduction
  refine intervalIntegral.integral_congr ?_
  intro k hk
  rw [uIcc_of_le h1] at hk
  exact (pairOccupation_cos (by linarith [hk.1]) (by linarith [hk.2, pi_pos])).2
```

The next theorem states integrability on $[\varepsilon,\pi/2]$ together with the closed form. Integrability, `hint`, comes from continuity, since `hne` shows that $\sin k\ne0$ on the interval. In `hder`, the terms `d1` and `d2` differentiate the two logarithms, and `key` is the trigonometric identity above, cleared of denominators and closed with $\sin^2k+\cos^2k=1$. The fundamental theorem of calculus, `intervalIntegral.integral_eq_sub_of_hasDerivAt`, yields $F(\pi/2)-F(\varepsilon)$.

```lean
/-- For `0 < ε ≤ π/2` the function `(1/sin k - 1)/2` is integrable on `[ε, π/2]` and the
unnormalised `momentReduction ε` equals `(log(1 + cos ε) - log(sin ε))/2 - (π/2 - ε)/2`. -/
theorem momentReduction_closed_form {ε : ℝ} (h0 : 0 < ε) (h1 : ε ≤ π / 2) :
    IntervalIntegrable (fun k : ℝ => (1 / sin k - 1) / 2) MeasureTheory.volume ε (π / 2) ∧
      momentReduction ε = (log (1 + cos ε) - log (sin ε)) / 2 - (π / 2 - ε) / 2 := by
  have hk : ∀ k ∈ uIcc ε (π / 2), 0 < k ∧ k < π := by
    intro k hk
    rw [uIcc_of_le h1] at hk
    exact ⟨by linarith [hk.1], by linarith [hk.2, pi_pos]⟩
  have hne : ∀ k ∈ uIcc ε (π / 2), sin k ≠ 0 := fun k h =>
    (sin_pos_of_pos_of_lt_pi (hk k h).1 (hk k h).2).ne'
  have c1 : ContinuousOn (fun k : ℝ => 1 / sin k) (uIcc ε (π / 2)) :=
    continuousOn_const.div continuous_sin.continuousOn hne
  have c2 : ContinuousOn (fun k : ℝ => 1 / sin k - 1) (uIcc ε (π / 2)) :=
    c1.sub continuousOn_const
  have hint : IntervalIntegrable (fun k : ℝ => (1 / sin k - 1) / 2) MeasureTheory.volume
      ε (π / 2) := (c2.div_const 2).intervalIntegrable
  -- antiderivative: log(sin k) - log(1 + cos k) has derivative 1/sin k
  have hder : ∀ k ∈ uIcc ε (π / 2),
      HasDerivAt (fun y : ℝ => (log (sin y) - log (1 + cos y) - y) / 2)
        ((1 / sin k - 1) / 2) k := by
    intro k h
    have hs := hne k h
    have hsq := (pairOccupation_cos (hk k h).1 (hk k h).2).1
    have hc : 0 < 1 + cos k := by nlinarith [sq_nonneg (1 + cos k)]
    have d1 := (hasDerivAt_sin k).log hs
    have d2 := ((hasDerivAt_cos k).const_add 1).log hc.ne'
    have key : cos k / sin k - -sin k / (1 + cos k) = 1 / sin k := by
      rw [div_sub_div _ _ hs hc.ne', div_eq_div_iff (mul_ne_zero hs hc.ne') hs]
      linear_combination sin k * sin_sq_add_cos_sq k
    refine (((d1.fun_sub d2).fun_sub (hasDerivAt_id' k)).div_const 2).congr_deriv ?_
    rw [key]
  refine ⟨hint, ?_⟩
  rw [momentReduction_eq_integral h0 h1,
    intervalIntegral.integral_eq_sub_of_hasDerivAt hder hint]
  simp only [sin_pi_div_two, cos_pi_div_two, add_zero, log_one]
  ring
```

## The limit of vanishing cutoff

The filter `𝓝[>] 0` expresses $\varepsilon\downarrow0$ through positive values, `𝓝 c` convergence to a number `c`, and `atTop` and `atBot` divergence to $+\infty$ and $-\infty$. The limit $\sin t/t\to1$ is `hs`, read off from the derivative of the sine at zero. The term `H` combines it with $1+\cos t\to2$ and $t\to0$ into the limit of the middle expression of the finite-part formula. The closing `filter_upwards` restricts to $0<t<\pi/2$, where the closed form holds, and `log_mul` and `log_inv` split the logarithm.

```lean
/-- Finite part: the unnormalised `momentReduction ε` minus `log(1/ε)/2` tends to `(log 2)/2 - π/4`
as `ε` decreases to zero. -/
theorem momentReduction_finite_part :
    Tendsto (fun ε : ℝ => momentReduction ε - log (1 / ε) / 2) (𝓝[>] 0)
      (𝓝 (log 2 / 2 - π / 4)) := by
  -- sin t / t → 1, from the derivative of sin at 0
  have hs : Tendsto (fun t : ℝ => t⁻¹ * sin t) (𝓝[>] 0) (𝓝 1) := by
    simpa using (Real.hasDerivAt_sin 0).tendsto_slope_zero_right
  have hcont : Continuous (fun t : ℝ => 1 + cos t) := by fun_prop
  have hc : Tendsto (fun t : ℝ => 1 + cos t) (𝓝[>] 0) (𝓝 2) :=
    (hcont.tendsto' 0 2 (by norm_num)).mono_left nhdsWithin_le_nhds
  have hid : Tendsto (fun t : ℝ => t) (𝓝[>] 0) (𝓝 0) :=
    tendsto_id.mono_left nhdsWithin_le_nhds
  have hpi : Tendsto (fun _ : ℝ => π / 2) (𝓝[>] 0) (𝓝 (π / 2)) := tendsto_const_nhds
  have H := (((hc.log two_ne_zero).sub (hs.log one_ne_zero)).div_const 2).sub
    ((hpi.sub hid).div_const 2)
  have e : log 2 / 2 - π / 4 = (log 2 - log 1) / 2 - (π / 2 - 0) / 2 := by
    rw [log_one]
    ring
  rw [e]
  refine H.congr' ?_
  filter_upwards [Ioo_mem_nhdsGT (half_pos pi_pos)] with t ht
  have hst : 0 < sin t := sin_pos_of_pos_of_lt_pi ht.1 (by linarith [ht.2, pi_pos])
  rw [(momentReduction_closed_form ht.1 ht.2.le).2, log_mul (inv_ne_zero ht.1.ne') hst.ne',
    one_div, log_inv]
  ring
```

This fixes the constant term as well as the leading logarithm. The divergence and the ratio follow with `hL`, the statement $\log(1/\varepsilon)\to+\infty$. The first part adds the finite part to $\tfrac12\log(1/\varepsilon)$. The second uses `aux`, the identity $(m-L/2)/L+\tfrac12=m/L$ for real $m$ and $L\ne0$. Here $m$ is not the staggered moment: the identity is applied with $m=R(\varepsilon)$ and $L=\log(1/\varepsilon)$, where the logarithm is positive.

```lean
/-- As `ε` decreases to zero the unnormalised `momentReduction ε` tends to infinity, and its ratio
to `log(1/ε)` tends to `1/2`. -/
theorem momentReduction_log_divergence :
    Tendsto momentReduction (𝓝[>] 0) atTop ∧
      Tendsto (fun ε : ℝ => momentReduction ε / log (1 / ε)) (𝓝[>] 0) (𝓝 (1 / 2)) := by
  have hL : Tendsto (fun ε : ℝ => log (1 / ε)) (𝓝[>] 0) atTop :=
    (tendsto_log_atTop.comp tendsto_inv_nhdsGT_zero).congr fun t => by simp
  constructor
  · -- finite part plus a diverging logarithm
    refine (momentReduction_finite_part.add_atTop (hL.atTop_div_const two_pos)).congr ?_
    intro t
    ring
  · -- the finite part divided by the logarithm vanishes
    have aux : ∀ m L : ℝ, L ≠ 0 → (m - L / 2) / L + 1 / 2 = m / L := by
      intro m L h
      field_simp
      ring
    have H := (momentReduction_finite_part.div_atTop hL).add_const (1 / 2)
    rw [zero_add] at H
    refine H.congr' ?_
    filter_upwards [hL.eventually_gt_atTop 0] with t ht
    exact aux _ _ ht.ne'
```

The main theorem mentions none of the definitions. It says that the integral of $\tfrac12(1/\sin k-1)$ over $[\varepsilon,\pi/2]$ tends to $+\infty$ as $\varepsilon\downarrow0$, and that its ratio to the natural logarithm $\log(1/\varepsilon)$ tends to $\tfrac12$. Both parts transfer from `momentReduction_log_divergence`, because the two functions agree for $0<\varepsilon<\pi/2$ and a limit from the right depends only on such values.

```lean
/-- The integral of `(1/sin k - 1)/2` over `[ε, π/2]` tends to infinity as `ε` decreases
to zero, and divided by `log(1/ε)` it tends to `1/2`. -/
theorem spin_wave_chain_divergence :
    Tendsto (fun ε : ℝ => ∫ k in ε..(π / 2), (1 / sin k - 1) / 2) (𝓝[>] 0) atTop ∧
      Tendsto (fun ε : ℝ => (∫ k in ε..(π / 2), (1 / sin k - 1) / 2) / log (1 / ε))
        (𝓝[>] 0) (𝓝 (1 / 2)) := by
  constructor
  · refine momentReduction_log_divergence.1.congr' ?_
    filter_upwards [Ioo_mem_nhdsGT (half_pos pi_pos)] with t ht
    exact momentReduction_eq_integral ht.1 ht.2.le
  · refine momentReduction_log_divergence.2.congr' ?_
    filter_upwards [Ioo_mem_nhdsGT (half_pos pi_pos)] with t ht
    rw [momentReduction_eq_integral ht.1 ht.2.le]
```

For the moment, multiplication by the positive factor $2/\pi$ preserves divergence to $+\infty$, negation turns it into divergence to $-\infty$, and adding the constant $S$ leaves that unchanged.

```lean
/-- For every spin `S` the staggered moment tends to minus infinity as the cutoff `ε`
decreases to zero. -/
theorem staggeredMoment_tendsto_atBot (S : ℝ) :
    Tendsto (staggeredMoment S) (𝓝[>] 0) atBot := by
  have hpos : 0 < 2 / π := div_pos two_pos pi_pos
  have hS : Tendsto (fun _ : ℝ => S) (𝓝[>] 0) (𝓝 S) := tendsto_const_nhds
  refine (hS.add_atBot (tendsto_neg_atTop_atBot.comp
    (momentReduction_log_divergence.1.const_mul_atTop hpos))).congr ?_
  intro t
  simp only [staggeredMoment, Function.comp_apply, sub_eq_add_neg]

end

end SpinWaveChain
```

```lean
#print axioms SpinWaveChain.bogoliubov_occupation
#print axioms SpinWaveChain.spin_wave_chain_divergence
#print axioms SpinWaveChain.staggeredMoment_tendsto_atBot
```

```
'SpinWaveChain.bogoliubov_occupation' depends on axioms: [propext, Classical.choice, Quot.sound]
'SpinWaveChain.spin_wave_chain_divergence' depends on axioms: [propext, Classical.choice, Quot.sound]
'SpinWaveChain.staggeredMoment_tendsto_atBot' depends on axioms: [propext, Classical.choice, Quot.sound]
```
